# A uniform energy tolerance does not fix the potential at a given density

Take a differentiable energy functional E of the density on a finite grid, a density n0, any vector w and any tolerance e > 0. There is a differentiable E' that stays within e of E at every density and equals E at n0, yet has a potential at n0 that differs from that of E by exactly w. For density functionals modelled on such a grid, a small energy error therefore does not by itself certify the potential that enters the Kohn-Sham equations.

## Densities and potentials on a grid

The grid points form a finite set ι.

In Lean 4 with Mathlib:

```lean
import Mathlib

open Filter
open scoped InnerProductSpace

namespace EnergyVersusPotential

noncomputable section

variable {ι : Type*} [Fintype ι]
```

A density is a real vector with one entry per grid point. Neither positivity nor a fixed electron number is imposed.

```lean
/-- Densities sampled on a finite grid `ι`, as vectors of a Euclidean space. -/
abbrev Density (ι : Type*) := EuclideanSpace ℝ ι
```

The potential is the gradient for the Euclidean inner product ⟪·,·⟫, so its entries are the partial derivatives ∂E/∂nᵢ. On a uniform grid, the usual functional derivative would also carry a division by the cell volume.

```lean
/-- The potential of an energy functional: its gradient with respect to the density. -/
def potential (E : Density ι → ℝ) (n : Density ι) : Density ι := gradient E n
```

## A small ripple with a steep slope

The functional E' is E plus a ripple whose wavelength shrinks with its amplitude:

r(n) = e · sin(⟪w, n − n0⟫ / e).

```lean
/-- A ripple of amplitude `e` in the energy, running along the direction `w` and centred
at the density `n0`. -/
def ripple (e : ℝ) (n0 w n : Density ι) : ℝ := e * Real.sin (⟪w, n - n0⟫_ℝ / e)
```

Since |sin| ≤ 1, the energy changes by at most e:

|r(n)| ≤ e.

```lean
/-- The ripple never exceeds its amplitude. -/
theorem abs_ripple_le {e : ℝ} (he : 0 ≤ e) (n0 w n : Density ι) :
    |ripple e n0 w n| ≤ e := by
  unfold ripple
  rw [abs_mul, abs_of_nonneg he]
  exact mul_le_of_le_one_right he (Real.abs_sin_le_one _)
```

By the chain rule, the factor 1/e from the phase cancels the amplitude:

∇r(n) = e · cos(⟪w, n − n0⟫ / e) · w/e = cos(⟪w, n − n0⟫ / e) · w.

In the proof, `h1` differentiates the inner product, `h2` carries out the cancellation, and `h3` composes the two.

```lean
/-- The gradient of the ripple is `w` times a cosine, whatever the nonzero amplitude. -/
theorem hasGradientAt_ripple {e : ℝ} (he : e ≠ 0) (n0 w n : Density ι) :
    HasGradientAt (ripple e n0 w) (Real.cos (⟪w, n - n0⟫_ℝ / e) • w) n := by
  rw [hasGradientAt_iff_hasFDerivAt]
  have h1 : HasFDerivAt (fun m : Density ι => ⟪w, m - n0⟫_ℝ) (innerSL ℝ w) n := by
    have hfun : (fun m : Density ι => ⟪w, m - n0⟫_ℝ)
        = fun m => innerSL ℝ w m - ⟪w, n0⟫_ℝ := by
      funext m
      simp [inner_sub_right]
    rw [hfun]
    exact ((innerSL ℝ w).hasFDerivAt (x := n)).sub_const _
  -- the amplitude cancels against the wavelength
  have h2 : ∀ s : ℝ, HasDerivAt (fun r : ℝ => e * Real.sin (r / e)) (Real.cos (s / e)) s :=
    fun s => (((hasDerivAt_id' s).div_const e).sin.const_mul e).congr_deriv (by field_simp)
  have h3 := (h2 (⟪w, n - n0⟫_ℝ)).comp_hasFDerivAt n h1
  exact h3.congr_fderiv (ContinuousLinearMap.ext fun h => by simp)
```

At n = n0 the sine vanishes and the cosine is one. With E' = E + r,

E'(n0) = E(n0), ∇E'(n0) = ∇E(n0) + w.

The four parts of the conclusion below are differentiability, the energy bound at every density, exactness at n0 and the shifted potential. The proof supplies E + r and checks them in that order.

```lean
/-- Within any positive energy tolerance `e` of `E` there is a differentiable functional, exact in
energy at `n0`, whose potential at `n0` is off by an arbitrary prescribed `w`. -/
theorem accurate_energy_arbitrary_potential (E : Density ι → ℝ) (hE : Differentiable ℝ E)
    (n0 w : Density ι) {e : ℝ} (he : 0 < e) :
    ∃ E' : Density ι → ℝ, Differentiable ℝ E' ∧ (∀ n, |E' n - E n| ≤ e) ∧
      E' n0 = E n0 ∧ potential E' n0 = potential E n0 + w := by
  refine ⟨fun n => E n + ripple e n0 w n, ?_, ?_, ?_, ?_⟩
  · intro n
    exact (hE n).add (hasGradientAt_ripple he.ne' n0 w n).differentiableAt
  · intro n
    rw [add_sub_cancel_left]
    exact abs_ripple_le he.le n0 w n
  · simp [ripple]
  · -- at the centre of the ripple the cosine equals one
    have hr : HasGradientAt (ripple e n0 w) w n0 := by
      have h := hasGradientAt_ripple he.ne' n0 w n0
      rwa [sub_self, inner_zero_right, zero_div, Real.cos_zero, one_smul] at h
    have hs : HasGradientAt (fun n => E n + ripple e n0 w n) (gradient E n0 + w) n0 := by
      rw [hasGradientAt_iff_hasFDerivAt, map_add]
      exact (hasGradientAt_iff_hasFDerivAt.mp (hE n0).hasGradientAt).add
        (hasGradientAt_iff_hasFDerivAt.mp hr)
    exact hs.gradient
```

For a sequence, choose a unit vector u, which requires at least one grid point. For k = 0, 1, 2, … apply the construction with w = k·u and e = 1/(k+1), calling the result F k:

|F k n − E n| ≤ 1/(k+1), ‖∇(F k)(n0) − ∇E(n0)‖ = k.

The energies converge uniformly while the potential error at n0 diverges. `TendstoUniformly` expresses the first statement and `Tendsto … atTop atTop` the second.

```lean
/-- Some sequence of differentiable functionals converges uniformly to `E` while the error
of its potentials at `n0` grows without bound. -/
theorem uniform_convergence_diverging_potentials [Nonempty ι] (E : Density ι → ℝ)
    (hE : Differentiable ℝ E) (n0 : Density ι) :
    ∃ F : ℕ → Density ι → ℝ, (∀ k, Differentiable ℝ (F k)) ∧ TendstoUniformly F E atTop ∧
      Tendsto (fun k => ‖potential (F k) n0 - potential E n0‖) atTop atTop := by
  classical
  obtain ⟨i⟩ := ‹Nonempty ι›
  obtain ⟨u, hu⟩ : ∃ u : Density ι, ‖u‖ = 1 := ⟨EuclideanSpace.single i (1 : ℝ), by simp⟩
  -- tolerance 1/(k+1), potential error of length k
  choose F hd hb _ hp using fun k : ℕ =>
    accurate_energy_arbitrary_potential E hE n0 ((k : ℝ) • u)
      (show (0 : ℝ) < 1 / ((k : ℝ) + 1) by positivity)
  refine ⟨F, hd, ?_, ?_⟩
  · rw [Metric.tendstoUniformly_iff]
    intro ε hε
    have ht : Tendsto (fun k : ℕ => 1 / ((k : ℝ) + 1)) atTop (nhds 0) :=
      tendsto_one_div_add_atTop_nhds_zero_nat
    filter_upwards [ht.eventually_lt_const hε] with k hk n
    rw [dist_comm, Real.dist_eq]
    exact (hb k n).trans_lt hk
  · have h : (fun k => ‖potential (F k) n0 - potential E n0‖) = fun k : ℕ => (k : ℝ) := by
      funext k
      rw [hp k, add_sub_cancel_left, norm_smul, hu, mul_one, Real.norm_natCast]
    rw [h]
    exact tendsto_natCast_atTop_atTop
```

## Control from a Lipschitz condition

An energy bound does control the potential once the potential error cannot vary too fast. Let f be bounded by e in absolute value, with gradient g satisfying ‖g(n) − g(m)‖ ≤ L‖n − m‖ for some L > 0. Fix n and write G = g(n). By Cauchy-Schwarz,

⟪g(m), G⟫ ≥ ‖G‖² − L‖n − m‖‖G‖.

At m = n ± tG with t ≥ 0, the distance ‖n − m‖ is t‖G‖. Hence

d/dt [f(n + tG) − f(n − tG)] = ⟪g(n + tG) + g(n − tG), G⟫ ≥ 2‖G‖²(1 − Lt).

Integrating from 0 gives

f(n + tG) − f(n − tG) ≥ 2t‖G‖² − Lt²‖G‖².

The left side is at most 2e. At t = 1/L the right side is ‖G‖²/L, so ‖G‖² ≤ 2eL.

In the code, `key` is the first inequality. Monotonicity replaces the integration: `φ` is the left side minus the right, it vanishes at 0, and `hmono` shows that it does not decrease.

```lean
/-- A function bounded by `e` in absolute value whose gradient is Lipschitz with constant `L` has a
gradient of squared length at most `2 e L`. -/
theorem gradient_sq_le {f : Density ι → ℝ} {g : Density ι → Density ι} {e L : ℝ}
    (hf : ∀ n, HasGradientAt f (g n) n) (hL : 0 < L)
    (hg : ∀ n m, ‖g n - g m‖ ≤ L * ‖n - m‖) (hb : ∀ n, |f n| ≤ e) (n : Density ι) :
    ‖g n‖ ^ 2 ≤ 2 * e * L := by
  obtain ⟨G, hG⟩ : ∃ G, G = g n := ⟨_, rfl⟩
  rw [← hG]
  have hline : ∀ (u : Density ι) (t : ℝ),
      HasDerivAt (fun s : ℝ => f (n + s • u)) (⟪g (n + t • u), u⟫_ℝ) t := by
    intro u t
    have h1 : HasDerivAt (fun s : ℝ => n + s • u) u t :=
      (((hasDerivAt_id' t).smul_const u).const_add n).congr_deriv (one_smul ℝ u)
    have h2 := (hasGradientAt_iff_hasFDerivAt.mp (hf (n + t • u))).comp_hasDerivAt t h1
    exact h2.congr_deriv (by simp)
  -- the slope along G decays at most at the rate set by L
  have key : ∀ m, ‖G‖ ^ 2 - L * ‖n - m‖ * ‖G‖ ≤ ⟪g m, G⟫_ℝ := by
    intro m
    have a := real_inner_le_norm (G - g m) G
    have b := hg n m
    rw [← hG] at b
    rw [inner_sub_left, real_inner_self_eq_norm_sq] at a
    have c := mul_le_mul_of_nonneg_right b (norm_nonneg G)
    linarith
  let φ : ℝ → ℝ := fun s =>
    f (n + s • G) - f (n + s • (-G)) - (2 * ‖G‖ ^ 2 * s - L * ‖G‖ ^ 2 * s ^ 2)
  have D : ∀ t, HasDerivAt φ (⟪g (n + t • G), G⟫_ℝ - ⟪g (n + t • (-G)), -G⟫_ℝ
      - (2 * ‖G‖ ^ 2 - L * ‖G‖ ^ 2 * (2 * t))) t := by
    intro t
    have hp : HasDerivAt (fun s : ℝ => 2 * ‖G‖ ^ 2 * s - L * ‖G‖ ^ 2 * s ^ 2)
        (2 * ‖G‖ ^ 2 - L * ‖G‖ ^ 2 * (2 * t)) t :=
      (((hasDerivAt_id' t).const_mul (2 * ‖G‖ ^ 2)).sub
        ((hasDerivAt_pow 2 t).const_mul (L * ‖G‖ ^ 2))).congr_deriv (by norm_num)
    exact ((hline G t).sub (hline (-G) t)).sub hp
  have hmono : MonotoneOn φ (Set.Ici 0) := by
    refine monotoneOn_of_deriv_nonneg (convex_Ici 0)
      (fun t _ => (D t).continuousAt.continuousWithinAt)
      (fun t _ => (D t).differentiableAt.differentiableWithinAt) (fun t ht => ?_)
    rw [interior_Ici] at ht
    have ht0 : 0 < t := ht
    have k1 := key (n + t • G)
    have k2 := key (n + t • (-G))
    rw [sub_add_cancel_left, norm_neg, norm_smul, Real.norm_of_nonneg ht0.le] at k1
    rw [sub_add_cancel_left, norm_neg, norm_smul, norm_neg, Real.norm_of_nonneg ht0.le] at k2
    rw [(D t).deriv, inner_neg_right]
    nlinarith [k1, k2]
  -- evaluate at the optimal step 1/L
  have hpos : (0 : ℝ) ≤ 1 / L := by positivity
  have h := hmono (Set.mem_Ici.2 le_rfl) (Set.mem_Ici.2 hpos) hpos
  have h0 : φ 0 = 0 := by simp [φ]
  rw [h0] at h
  have h' : 0 ≤ f (n + (1 / L) • G) - f (n + (1 / L) • (-G))
      - (2 * ‖G‖ ^ 2 * (1 / L) - L * ‖G‖ ^ 2 * (1 / L) ^ 2) := h
  have hq : 2 * ‖G‖ ^ 2 * (1 / L) - L * ‖G‖ ^ 2 * (1 / L) ^ 2 = ‖G‖ ^ 2 / L := by
    field_simp
    ring
  rw [hq] at h'
  have b1 := abs_le.1 (hb (n + (1 / L) • G))
  have b2 := abs_le.1 (hb (n + (1 / L) • (-G)))
  have hfin : ‖G‖ ^ 2 / L ≤ 2 * e := by linarith [b1.2, b2.1]
  rwa [div_le_iff₀ hL] at hfin
```

For differentiable E and E', setting f = E' − E turns this into a statement about potentials:

‖∇E'(n) − ∇E(n)‖² ≤ 2eL.

The constant L is assumed. Physically, it limits how strongly the potential error responds to a change of density; for twice differentiable functionals, it bounds the operator norm of the difference between their second derivatives (Hessians) with respect to the density. Both the energy bound and the Lipschitz condition are assumed for all real vectors, including those with negative entries. If they held only for nonnegative densities, the proof would still apply at n whenever n ± G/L are nonnegative, with G the potential error at n; close to zero density the bound can fail.

```lean
/-- If the potential error is Lipschitz in the density with constant `L`, an energy error of
at most `e` everywhere bounds the squared potential error by `2 e L`. -/
theorem potential_error_sq_le {E E' : Density ι → ℝ} (hE : Differentiable ℝ E)
    (hE' : Differentiable ℝ E') {e L : ℝ} (hL : 0 < L)
    (hlip : ∀ n m, ‖(potential E' n - potential E n) - (potential E' m - potential E m)‖
      ≤ L * ‖n - m‖)
    (hb : ∀ n, |E' n - E n| ≤ e) (n : Density ι) :
    ‖potential E' n - potential E n‖ ^ 2 ≤ 2 * e * L := by
  refine gradient_sq_le (f := fun m => E' m - E m)
    (g := fun m => potential E' m - potential E m) (fun m => ?_) hL hlip hb n
  rw [hasGradientAt_iff_hasFDerivAt, map_sub]
  exact (hasGradientAt_iff_hasFDerivAt.mp (hE' m).hasGradientAt).sub
    (hasGradientAt_iff_hasFDerivAt.mp (hE m).hasGradientAt)
```

The ripple satisfies such a condition. Since |cos a − cos b| ≤ |a − b|, Cauchy-Schwarz gives

‖∇r(n) − ∇r(m)‖ ≤ |⟪w, n − m⟫|/e · ‖w‖ ≤ (‖w‖²/e) ‖n − m‖.

For w ≠ 0, inserting L = ‖w‖²/e into the previous bound gives 2‖w‖², against an actual squared error of ‖w‖² at n0. As e shrinks, the ripple escapes control only because its L grows like 1/e.

```lean
/-- The potential of the ripple is Lipschitz in the density with constant `‖w‖² / e`. -/
theorem ripple_potential_lipschitz {e : ℝ} (he : 0 < e) (n0 w n m : Density ι) :
    ‖potential (ripple e n0 w) n - potential (ripple e n0 w) m‖
      ≤ ‖w‖ ^ 2 / e * ‖n - m‖ := by
  have hcos : ∀ a b : ℝ, ‖Real.cos a - Real.cos b‖ ≤ 1 * ‖a - b‖ := fun a b =>
    Convex.norm_image_sub_le_of_norm_hasDerivWithin_le (f := Real.cos)
      (f' := fun x => -Real.sin x) (C := 1) (s := Set.univ)
      (fun x _ => (Real.hasDerivAt_cos x).hasDerivWithinAt)
      (fun x _ => by
        show ‖-Real.sin x‖ ≤ 1
        rw [norm_neg, Real.norm_eq_abs]
        exact Real.abs_sin_le_one x)
      convex_univ (Set.mem_univ b) (Set.mem_univ a)
  have hn : ∀ k, potential (ripple e n0 w) k = Real.cos (⟪w, k - n0⟫_ℝ / e) • w :=
    fun k => (hasGradientAt_ripple he.ne' n0 w k).gradient
  have hphase : ⟪w, n - n0⟫_ℝ / e - ⟪w, m - n0⟫_ℝ / e = ⟪w, n - m⟫_ℝ / e := by
    rw [← sub_div, ← inner_sub_right, sub_sub_sub_cancel_right]
  have h := hcos (⟪w, n - n0⟫_ℝ / e) (⟪w, m - n0⟫_ℝ / e)
  rw [hphase, one_mul, norm_div, Real.norm_of_nonneg he.le] at h
  rw [hn, hn, ← sub_smul, norm_smul]
  calc _ ≤ ‖⟪w, n - m⟫_ℝ‖ / e * ‖w‖ := by gcongr
    _ ≤ (‖w‖ * ‖n - m‖) / e * ‖w‖ := by
        gcongr
        exact norm_inner_le_norm w (n - m)
    _ = ‖w‖ ^ 2 / e * ‖n - m‖ := by ring

end

end EnergyVersusPotential
```

```lean
#print axioms EnergyVersusPotential.accurate_energy_arbitrary_potential
#print axioms EnergyVersusPotential.uniform_convergence_diverging_potentials
#print axioms EnergyVersusPotential.potential_error_sq_le
#print axioms EnergyVersusPotential.ripple_potential_lipschitz
```

```
'EnergyVersusPotential.accurate_energy_arbitrary_potential' depends on axioms: [propext, Classical.choice, Quot.sound]
'EnergyVersusPotential.uniform_convergence_diverging_potentials' depends on axioms: [propext, Classical.choice, Quot.sound]
'EnergyVersusPotential.potential_error_sq_le' depends on axioms: [propext, Classical.choice, Quot.sound]
'EnergyVersusPotential.ripple_potential_lipschitz' depends on axioms: [propext, Classical.choice, Quot.sound]
```

## Fixing the electron number

The densities could also have been restricted to a fixed sum of entries. The potential would then be determined only up to an additive constant, and w would matter only through its part with entries summing to zero. A one-point grid has no nonzero vector of that kind, so the diverging sequence would need at least two points.
